# The Hermite determinant for fermions in a harmonic trap is a power of two times a Vandermonde product

The theorem `det_hermiteH` says that the determinant with entries Hⱼ(xᵢ), for the first N physicists' Hermite polynomials at N real points, equals 2^(N(N−1)/2) times the product of xⱼ − xᵢ over i < j. In physics this is the polynomial part of the Slater determinant for N non-interacting, spin-polarised fermions filling the lowest levels of a one-dimensional harmonic oscillator, with positions in units of the oscillator length. The Gaussian factors and the normalisation are left out: the normalised wavefunction is this determinant times exp(−∑ xᵢ²/2), divided by the square root of N! ∏ₙ (2ⁿ n! √π), with n running from 0 to N − 1. The proof factors the matrix into a Vandermonde matrix and a matrix of polynomial coefficients, then finds the determinant of the second from its triangular shape and its diagonal entries 2ʲ.

Lean 4 with Mathlib refuses this proof:

```lean
import Mathlib

open Polynomial

namespace HermiteSlater

noncomputable section

/-- The physicists' Hermite polynomials, generated from `H₀ = 1` by the raising rule
`Hₙ₊₁ = 2 X Hₙ - Hₙ'`. -/
def hermiteH : ℕ → ℝ[X]
  | 0 => 1
  | n + 1 => C 2 * (X * hermiteH n) - derivative (hermiteH n)

/-- The polynomial `Hₙ` has no terms of degree above `n`, and its coefficient of degree `n`
is `2ⁿ`. -/
theorem hermiteH_coeff (n : ℕ) :
    (∀ k, n < k → (hermiteH n).coeff k = 0) ∧ (hermiteH n).coeff n = 2 ^ n := by
  induction n with
  | zero =>
    refine ⟨fun k hk => ?_, by simp [hermiteH]⟩
    have hk' : k ≠ 0 := by omega
    simp [hermiteH, coeff_one, hk']
  | succ n ih =>
    obtain ⟨hz, hl⟩ := ih
    -- multiplication by 2X shifts the coefficients, the derivative only lowers the degree
    have step : ∀ m, (hermiteH (n + 1)).coeff (m + 1)
        = 2 * (hermiteH n).coeff m
          - (hermiteH n).coeff (m + 1 + 1) * (((m + 1 : ℕ) : ℝ) + 1) := by
      intro m
      rw [hermiteH, coeff_sub, coeff_C_mul, coeff_X_mul, coeff_derivative]
    constructor
    · intro k hk
      obtain ⟨m, rfl⟩ : ∃ m, k = m + 1 := ⟨k - 1, by omega⟩
      rw [step, hz m (by omega), hz (m + 1 + 1) (by omega)]
      ring
    · rw [step, hl, hz (n + 1 + 1) (by omega)]
      ring

/-- The determinant of the Hermite polynomials `H₀, ..., H_(N-1)` at `N` real points is
`2^(N(N-1)/2)` times the product of the differences `x j - x i` over `i < j`. -/
theorem det_hermiteH {N : ℕ} (x : Fin N → ℝ) :
    (Matrix.of fun i j : Fin N => (hermiteH j).eval (x i)).det
      = 2 ^ (N * (N - 1) / 2) * ∏ i, ∏ j ∈ Finset.Ioi i, (x j - x i) := by
  -- factor into the Vandermonde matrix and the matrix of coefficients
  rw [Matrix.eval_matrixOfPolynomials_eq_vandermonde_mul_matrixOfPolynomials x
    (fun j : Fin N => hermiteH j)
    (fun j => natDegree_le_iff_coeff_eq_zero.mpr (hermiteH_coeff j).1),
    Matrix.det_mul, Matrix.det_vandermonde]
  -- the coefficient matrix is triangular with diagonal 1, 2, 4, ...
  have htri : (Matrix.of fun i j : Fin N => (hermiteH j).coeff i).det
      = 2 ^ (N * (N - 1) / 2) := by
    rw [Matrix.det_of_upperTriangular (fun i j hij => (hermiteH_coeff j).1 i hij)]
    simp only [Matrix.of_apply, (hermiteH_coeff _).2]
    rw [Finset.prod_pow_eq_pow_sum, Fin.sum_univ_eq_sum_range (fun k => k) N,
      Finset.sum_range_id]
  rw [htri, mul_comm]

end

end HermiteSlater
```

Lean reports:

```
Main.lean:53:8: warning: `Matrix.det_of_upperTriangular` has been deprecated: Use `Matrix.det_of_isUpperTriangular` instead
Main.lean:53:8: error(lean.synthInstanceFailed): failed to synthesize instance of type class
  Fintype ℕ

Hint: Adding the command `deriving instance Fintype for Nat` may allow Lean to derive the missing instance.
```

Cause. The error says that Lean needed `Fintype ℕ`, an instance making the natural numbers a finite type. No such instance can exist, so the hint about deriving one is no help.

The determinant lemma needs a finite index type, here `Fin N`. But `rw` elaborates the lemma with its argument before matching it against the goal, so the matrix and its index type were still unknown when Lean read the `fun`. There `hermiteH_coeff j` expects a natural number, so Lean took `j`, and with it the index type, to be `ℕ`.

The repair states the triangularity first, as `ht`, for the explicit matrix over `Fin N`. Now `i` and `j` are known to be in `Fin N`, and Lean coerces them to natural numbers where `hermiteH_coeff` needs them. The same proof term then works, and `ht` tells the determinant lemma which matrix is meant.

The warning is a separate matter: `Matrix.det_of_upperTriangular` is deprecated, and changing to `Matrix.det_of_isUpperTriangular` answers that. The new name alone would not supply the missing index type.

This version goes through:

```diff
@@ -51,5 +51,7 @@
   have htri : (Matrix.of fun i j : Fin N => (hermiteH j).coeff i).det
       = 2 ^ (N * (N - 1) / 2) := by
-    rw [Matrix.det_of_upperTriangular (fun i j hij => (hermiteH_coeff j).1 i hij)]
+    have ht : (Matrix.of fun i j : Fin N => (hermiteH j).coeff i).IsUpperTriangular :=
+      fun i j hij => (hermiteH_coeff j).1 i hij
+    rw [Matrix.det_of_isUpperTriangular ht]
     simp only [Matrix.of_apply, (hermiteH_coeff _).2]
     rw [Finset.prod_pow_eq_pow_sum, Fin.sum_univ_eq_sum_range (fun k => k) N,
```
